# For the Kahan overlap matrix, the ratio of smallest eigenvalue to last pivot tends to zero as the basis grows

The smallest eigenvalue of an overlap matrix measures how close a set of normalised basis functions is to linear dependence, and a bound on it in Lean needs a choice of what that eigenvalue is. Here it is the least element of the set of real numbers that possess a nonzero eigenvector. Another measure of near dependence, the last pivot of a Cholesky factorisation, enters as the square of the last diagonal entry of the triangular factor.

For the family below, the last pivot can exceed the smallest eigenvalue by an arbitrarily large factor. This bears on electronic-structure programs that screen a basis by its Cholesky pivots, though the family is a constructed one, made of real matrices of finite size.

```lean
import Mathlib

open Matrix Filter Topology

namespace KahanOverlap

noncomputable section
```

## The basis and its overlaps

Take $c,s>0$ with $c^2+s^2=1$, the cosine and sine of an angle; the letter $s$ does not denote an overlap integral. With indices counted from 0, the upper triangular factor has

$$R_{ii}=s^i,\qquad R_{ij}=-c\,s^i\ (j>i),\qquad R_{ij}=0\ (j<i).$$

```lean
/-- Entry in row `i` and column `j` (counted from 0) of the Kahan triangular factor:
`s^i` on the diagonal, `-c s^i` to the right of it, and zero to the left. -/
def entry (c s : ℝ) (i j : ℕ) : ℝ :=
  if i = j then s ^ i else if i < j then -c * s ^ i else 0
```

For $n$ basis functions, `Fin n` supplies the indices $0,\dots,n-1$.

```lean
/-- The `n × n` Kahan upper triangular factor `R`. -/
def factor (c s : ℝ) (n : ℕ) : Matrix (Fin n) (Fin n) ℝ := fun i j => entry c s i j
```

Column $j$ of $R$ holds the components of basis function $j$ in an orthonormal set, so the overlap matrix is $S=R^{T}R$. Every real, linearly independent finite basis has a factorisation $R^{T}R$ of its overlap matrix; that the factor of a given atomic-orbital basis is the Kahan factor above is a further assumption, which nothing here supplies.

```lean
/-- The overlap matrix `S = Rᵀ R` of the basis whose vectors are the columns of `R`. -/
def overlap (c s : ℝ) (n : ℕ) : Matrix (Fin n) (Fin n) ℝ := (factor c s n)ᵀ * factor c s n
```

The eigenvalues are the numbers $\mu$ with $Sv=\mu v$ for some $v\neq0$. `IsLeast` will say that $\mu$ belongs to this set and that no member is smaller.

```lean
/-- The real eigenvalues of a matrix: numbers that possess a nonzero eigenvector. -/
def eigenvalueSet {n : ℕ} (A : Matrix (Fin n) (Fin n) ℝ) : Set ℝ :=
  {μ | ∃ v : Fin n → ℝ, v ≠ 0 ∧ A *ᵥ v = μ • v}
```

## A nearly dependent combination

Write $n=m+1$. We look for coefficients $x$ such that $Rx$ has only a last component, $s^m$. Row $i$ of $Rx$ is $s^i\bigl(x_i-c\sum_{j>i}x_j\bigr)$, so back substitution gives $x_m=1$ and $x_i=c\sum_{j>i}x_j$ for $i<m$. Counted backwards, with $w_d=x_{m-d}$, the solution is $w_0=1$ and $w_{d+1}=c(1+c)^d$.

```lean
/-- Coefficients of the nearly dependent combination, counted from the last basis vector
backwards: `1, c, c(1+c), c(1+c)^2, …`. -/
def weight (c : ℝ) : ℕ → ℝ
  | 0 => 1
  | d + 1 => c * (1 + c) ^ d

/-- The nearly dependent combination of `m + 1` basis vectors. -/
def trial (c : ℝ) (m : ℕ) : Fin (m + 1) → ℝ := fun j => weight c (m - j)
```

## Rayleigh's principle

Let the $u_i$ form an orthonormal basis of eigenvectors of a real symmetric matrix $A$, with eigenvalues $\lambda_i$. Then

$$x\cdot Ax=\sum_i\lambda_i(u_i\cdot x)^2\ \ge\ \lambda_{\min}\,x\cdot x .$$

In the proof, `par` is the resolution of the identity, `sym` moves $A$ onto the eigenvector, and `ray` compares the sums term by term. Applying `ray` to any other eigenvector shows that its eigenvalue is no smaller.

```lean
/-- A real symmetric matrix with at least one row has a smallest eigenvalue, which bounds the
quadratic form from below (Rayleigh's principle). -/
theorem exists_smallest {n : ℕ} (A : Matrix (Fin (n + 1)) (Fin (n + 1)) ℝ) (hT : Aᵀ = A) :
    ∃ μ, IsLeast (eigenvalueSet A) μ ∧ ∀ x, μ * (x ⬝ᵥ x) ≤ x ⬝ᵥ A *ᵥ x := by
  have hA : A.IsHermitian := by
    rw [Matrix.IsHermitian, Matrix.conjTranspose_eq_transpose_of_trivial]
    exact hT
  obtain ⟨i0, hi0⟩ := Finite.exists_min hA.eigenvalues
  let u : Fin (n + 1) → Fin (n + 1) → ℝ := fun i => (hA.eigenvectorBasis i).ofLp
  have hu : ∀ i, A *ᵥ u i = hA.eigenvalues i • u i := fun i => hA.mulVec_eigenvectorBasis i
  have key : ∀ a b : EuclideanSpace ℝ (Fin (n + 1)), inner ℝ a b = a.ofLp ⬝ᵥ b.ofLp := by
    intro a b
    rw [EuclideanSpace.inner_eq_star_dotProduct, dotProduct_comm]
    simp
  -- resolution of the identity in the eigenbasis
  have par : ∀ x y : Fin (n + 1) → ℝ, ∑ i, (x ⬝ᵥ u i) * (u i ⬝ᵥ y) = x ⬝ᵥ y := by
    intro x y
    have h := hA.eigenvectorBasis.sum_inner_mul_inner (WithLp.toLp 2 x) (WithLp.toLp 2 y)
    simp only [key] at h
    exact h
  have sym : ∀ i x, u i ⬝ᵥ A *ᵥ x = hA.eigenvalues i * (u i ⬝ᵥ x) := by
    intro i x
    rw [Matrix.dotProduct_mulVec, ← Matrix.mulVec_transpose, hT, hu, smul_dotProduct,
      smul_eq_mul]
  have ray : ∀ x, hA.eigenvalues i0 * (x ⬝ᵥ x) ≤ x ⬝ᵥ A *ᵥ x := by
    intro x
    rw [← par x x, ← par x (A *ᵥ x), Finset.mul_sum]
    apply Finset.sum_le_sum
    intro i _
    rw [sym, dotProduct_comm (u i) x]
    nlinarith [mul_le_mul_of_nonneg_right (hi0 i) (mul_self_nonneg (x ⬝ᵥ u i))]
  refine ⟨hA.eigenvalues i0, ⟨⟨u i0, ?_, hu i0⟩, ?_⟩, ray⟩
  · intro h0
    apply hA.eigenvectorBasis.orthonormal.ne_zero i0
    ext j
    exact congrFun h0 j
  · rintro ν ⟨w, hw, hν⟩
    have h := ray w
    rw [hν, dotProduct_smul, smul_eq_mul] at h
    have hpos : 0 < w ⬝ᵥ w := lt_of_le_of_ne
      (Finset.sum_nonneg fun i _ => mul_self_nonneg (w i))
      (fun h => hw (dotProduct_self_eq_zero.1 h.symm))
    exact le_of_mul_le_mul_right h hpos
```

## Equal residual norms

After $k$ Cholesky steps, the remaining diagonal element for column $j\ge k$ is the squared norm of that column without its first $k$ rows. Since $c^2s^{2i}=s^{2i}-s^{2i+2}$, it telescopes:

$$\sum_{i=k}^{j-1}c^2s^{2i}+s^{2j}=s^{2k}.$$

All remaining columns tie, so pivoting has no reason to reorder them, and the last pivot is $s^{2m}=s^{2n-2}$. Rounding, which can break the ties in a computation, plays no part here. The case $k=0$ gives $S_{jj}=1$. In Lean, `g` is the telescoping function and `step` writes each term as a difference.

```lean
/-- If `c² + s² = 1`, then after deletion of the first `k` rows of `R` each column `j ≥ k`
has the same squared norm `s^(2k)`. -/
theorem residual_norm {c s : ℝ} (h : c ^ 2 + s ^ 2 = 1) {n : ℕ} (k : ℕ) (j : Fin n)
    (hk : k ≤ (j : ℕ)) :
    ∑ i : Fin n, (if k ≤ (i : ℕ) then factor c s n i j ^ 2 else 0) = s ^ (2 * k) := by
  let g : ℕ → ℝ := fun i => if i ≤ (j : ℕ) then s ^ (2 * max i k) else 0
  -- each term is a difference, so the sum telescopes
  have step : ∀ i : ℕ, (if k ≤ i then entry c s i j ^ 2 else 0) = g i - g (i + 1) := by
    intro i
    rcases lt_or_ge i k with hik | hik
    · simp only [g]
      rw [if_neg (by omega), if_pos (by omega), if_pos (by omega), max_eq_right (by omega),
        max_eq_right (by omega), sub_self]
    · rw [if_pos hik]
      simp only [g, max_eq_left hik, max_eq_left (show k ≤ i + 1 by omega)]
      rcases lt_trichotomy i (j : ℕ) with h1 | h1 | h1
      · rw [entry, if_neg (by omega), if_pos h1, if_pos (by omega), if_pos (by omega)]
        linear_combination s ^ (2 * i) * h
      · rw [entry, if_pos h1, if_pos (by omega), if_neg (by omega)]
        ring
      · rw [entry, if_neg (by omega), if_neg (by omega), if_neg (by omega),
          if_neg (by omega)]
        ring
  have hj := j.isLt
  calc _ = ∑ i ∈ Finset.range n, (if k ≤ i then entry c s i j ^ 2 else 0) :=
        Fin.sum_univ_eq_sum_range (fun i => if k ≤ i then entry c s i j ^ 2 else 0) n
    _ = g 0 - g n := by
        rw [Finset.sum_congr rfl (fun i _ => step i), Finset.sum_range_sub']
    _ = s ^ (2 * k) := by
        simp only [g]
        rw [if_pos (Nat.zero_le _), if_neg (by omega), max_eq_right (Nat.zero_le _), sub_zero]
```

## Positivity

The quadratic form is a squared norm, $x\cdot Sx=|Rx|^2$.

```lean
/-- The quadratic form of the overlap matrix is the squared norm of `R x`. -/
theorem overlap_quad (c s : ℝ) (n : ℕ) (x : Fin n → ℝ) :
    x ⬝ᵥ overlap c s n *ᵥ x = (factor c s n *ᵥ x) ⬝ᵥ (factor c s n *ᵥ x) := by
  rw [overlap, ← Matrix.mulVec_mulVec, Matrix.dotProduct_mulVec, Matrix.vecMul_transpose]
```

The determinant of the triangular matrix $R$ is the product of the $s^i$, which is nonzero. Hence $Rx\neq0$ whenever $x\neq0$, and $S$ is positive definite.

```lean
/-- For `s > 0` the overlap matrix is positive definite. -/
theorem overlap_pos (c : ℝ) {s : ℝ} (hs : 0 < s) {n : ℕ} {x : Fin n → ℝ} (hx : x ≠ 0) :
    0 < x ⬝ᵥ overlap c s n *ᵥ x := by
  have tri : (factor c s n).BlockTriangular id := by
    intro i j hij
    have h : (j : ℕ) < i := hij
    change entry c s i j = 0
    rw [entry, if_neg (by omega), if_neg (by omega)]
  have hdet : (factor c s n).det ≠ 0 := by
    rw [Matrix.det_of_isUpperTriangular tri]
    refine Finset.prod_ne_zero_iff.2 fun i _ => ?_
    change entry c s i i ≠ 0
    rw [entry, if_pos rfl]
    positivity
  rw [overlap_quad]
  exact lt_of_le_of_ne (Finset.sum_nonneg fun i _ => mul_self_nonneg _)
    (fun h => hx (Matrix.eq_zero_of_mulVec_eq_zero hdet (dotProduct_self_eq_zero.1 h.symm)))
```

## Checking the back substitution

The partial sums are $\sum_{e=0}^{d}w_e=(1+c)^d$, because adding $w_{d+1}=c(1+c)^d$ multiplies the sum by $1+c$. With $d=m-i$, the bracket in row $i$ is therefore $0$ for $d>0$ and $1$ for $d=0$. The fact `total` is the partial sum; the induction on $i$ removes the columns to the left, which contribute nothing.

```lean
/-- Back substitution: each coefficient is `c` times the sum of all later ones, except the
last coefficient, which is 1. -/
theorem weight_tail (c : ℝ) (i d : ℕ) :
    weight c d - c * ∑ j ∈ Finset.range (i + d + 1),
      (if i < j then weight c (i + d - j) else 0) = if d = 0 then 1 else 0 := by
  have total : ∀ d, ∑ j ∈ Finset.range (d + 1), weight c j = (1 + c) ^ d := by
    intro d
    induction d with
    | zero => simp [weight]
    | succ d ih =>
      rw [Finset.sum_range_succ, ih, weight]
      ring
  induction i with
  | zero =>
    have e : ∑ j ∈ Finset.range (0 + d), (if 0 < j + 1 then weight c (0 + d - (j + 1)) else 0)
        = ∑ j ∈ Finset.range d, weight c j := by
      rw [← Finset.sum_range_reflect (weight c) d, zero_add]
      apply Finset.sum_congr rfl
      intro j _
      rw [if_pos (Nat.succ_pos j)]
      congr 1
      omega
    rw [Finset.sum_range_succ', e, if_neg (lt_irrefl 0), add_zero]
    cases d with
    | zero => simp [weight]
    | succ d =>
      rw [total]
      simp [weight]
  | succ i ih =>
    rw [show i + 1 + d + 1 = (i + d + 1) + 1 by omega, Finset.sum_range_succ',
      if_neg (Nat.not_lt_zero _), add_zero, ← ih]
    congr 2
    apply Finset.sum_congr rfl
    intro j _
    have e : i + 1 + d - (j + 1) = i + d - j := by omega
    simp only [e, add_lt_add_iff_right]
```

Multiplying by $s^i$ gives $Rx=s^m e_m$, where $e_m$ is the last unit vector. Lean splits each matrix entry into its diagonal and right-hand parts and applies the previous lemma.

```lean
/-- The factor `R` maps the trial combination to `s^m` times the last unit vector. -/
theorem factor_mulVec_trial (c s : ℝ) (m : ℕ) :
    factor c s (m + 1) *ᵥ trial c m = Pi.single (Fin.last m) (s ^ m) := by
  ext i
  have hi : (i : ℕ) ≤ m := by omega
  obtain ⟨d, hd⟩ := Nat.exists_eq_add_of_le hi
  have ht := weight_tail c i d
  rw [← hd] at ht
  calc (factor c s (m + 1) *ᵥ trial c m) i
      = ∑ j ∈ Finset.range (m + 1), entry c s i j * weight c (m - j) :=
        Fin.sum_univ_eq_sum_range (fun j => entry c s i j * weight c (m - j)) (m + 1)
    _ = ∑ j ∈ Finset.range (m + 1),
          (s ^ (i : ℕ) * (if (i : ℕ) = j then weight c (m - j) else 0)
            - s ^ (i : ℕ) * c * (if (i : ℕ) < j then weight c (m - j) else 0)) := by
        apply Finset.sum_congr rfl
        intro j _
        unfold entry
        split_ifs <;> first | omega | ring
    _ = s ^ (i : ℕ) * (weight c d - c * ∑ j ∈ Finset.range (m + 1),
          (if (i : ℕ) < j then weight c (m - j) else 0)) := by
        rw [Finset.sum_sub_distrib, ← Finset.mul_sum, ← Finset.mul_sum, Finset.sum_ite_eq,
          if_pos (Finset.mem_range.2 i.isLt), show m - (i : ℕ) = d by omega]
        ring
    _ = (Pi.single (Fin.last m) (s ^ m) : Fin (m + 1) → ℝ) i := by
        rw [ht]
        by_cases hd0 : d = 0
        · have e : i = Fin.last m := Fin.ext (by rw [Fin.val_last]; omega)
          rw [e]
          simp [hd0]
        · have e : i ≠ Fin.last m := fun h => hd0 (by
            have h' := congrArg Fin.val h
            rw [Fin.val_last] at h'
            omega)
          rw [Pi.single_eq_of_ne e]
          simp [hd0]
```

## The norm of the coefficients

Since $(1+c)^2-1=c(2+c)$, a geometric sum gives

$$x\cdot x=1+c^2\sum_{d=0}^{m-1}(1+c)^{2d}=\frac{2+c(1+c)^{2m}}{2+c}.$$

Lean reverses the order of summation and proves the formula by induction on $m$.

```lean
/-- The squared norm of the trial coefficients, multiplied by `2 + c`, is
`2 + c (1+c)^(2m)`. -/
theorem trial_norm (c : ℝ) (m : ℕ) :
    (2 + c) * (trial c m ⬝ᵥ trial c m) = 2 + c * (1 + c) ^ (2 * m) := by
  have e : trial c m ⬝ᵥ trial c m = ∑ d ∈ Finset.range (m + 1), weight c d ^ 2 := by
    rw [← Finset.sum_range_reflect (fun d => weight c d ^ 2) (m + 1)]
    refine (Fin.sum_univ_eq_sum_range
      (fun j => weight c (m - j) * weight c (m - j)) (m + 1)).trans
      (Finset.sum_congr rfl fun j _ => ?_)
    rw [Nat.add_sub_cancel, sq]
  rw [e]
  clear e
  induction m with
  | zero => simp [weight]
  | succ m ih =>
    rw [Finset.sum_range_succ, mul_add, ih, weight]
    ring
```

## The bound on the smallest eigenvalue

For $m\ge1$ the coefficient vector is not normalised; the combination with coefficients $x/|x|$ has squared norm $s^{2m}/(x\cdot x)$. Rayleigh's principle then gives

$$0<\mu\le\frac{(2+c)\,s^{2m}}{2+c(1+c)^{2m}},$$

with positivity from the previous lemmas. This bound does not use $c^2+s^2=1$.

```lean
/-- For `c, s > 0` the smallest eigenvalue `μ` of the overlap matrix of `m + 1` functions is
positive and at most `(2+c) s^(2m) / (2 + c (1+c)^(2m))`. -/
theorem smallest_bounds {c s : ℝ} (hc : 0 < c) (hs : 0 < s) {m : ℕ} {μ : ℝ}
    (hμ : IsLeast (eigenvalueSet (overlap c s (m + 1))) μ) :
    0 < μ ∧ μ ≤ (2 + c) * s ^ (2 * m) / (2 + c * (1 + c) ^ (2 * m)) := by
  constructor
  · obtain ⟨v, hv, e⟩ := hμ.1
    have p := overlap_pos c hs hv
    rw [e, dotProduct_smul, smul_eq_mul] at p
    have nn : 0 ≤ v ⬝ᵥ v := Finset.sum_nonneg fun i _ => mul_self_nonneg (v i)
    by_contra hn
    nlinarith [mul_nonneg (neg_nonneg.2 (not_lt.1 hn)) nn]
  · obtain ⟨ν, hν, ray⟩ := exists_smallest (overlap c s (m + 1))
      (by simp [overlap, Matrix.transpose_mul])
    rw [← hμ.unique hν] at ray
    -- Rayleigh's principle for the trial combination
    have r := ray (trial c m)
    rw [overlap_quad, factor_mulVec_trial, single_dotProduct, Pi.single_eq_same] at r
    rw [le_div_iff₀ (by positivity), ← trial_norm]
    calc μ * ((2 + c) * (trial c m ⬝ᵥ trial c m))
        = (2 + c) * (μ * (trial c m ⬝ᵥ trial c m)) := by ring
      _ ≤ (2 + c) * (s ^ m * s ^ m) := mul_le_mul_of_nonneg_left r (by positivity)
      _ = (2 + c) * s ^ (2 * m) := by ring
```

Now let $n\ge2$, so $m\ge1$. Then $(1+c)^{2m}>1$ makes the denominator larger than $2+c$, and $\mu<s^{2n-2}$. For a simpler bound, put $q=(1+c)^{2m-2}$. Then

$$c^2(2+c)\,q=c\,q\bigl((1+c)^2-1\bigr)\le 2+c(1+c)^{2m},$$

and therefore

$$\mu\le\frac{s^{2n-2}}{c^2(1+c)^{2n-4}}.$$

At $n=2$ the right-hand side is $s^2/c^2$, which lies above the pivot $s^2$, so the theorem states $\mu<s^{2n-2}$ separately. It also contains the unit diagonal and the existence of the smallest eigenvalue.

```lean
/-- Kahan example: for `c, s > 0` with `c² + s² = 1` and `n ≥ 2`, the overlap matrix has unit
diagonal, and its smallest eigenvalue is positive, lies below the last pivot `s^(2n-2)` (the
square of the last diagonal entry of `R`) and is at most `s^(2n-2) / (c² (1+c)^(2n-4))`. -/
theorem kahan_near_dependence {c s : ℝ} (hc : 0 < c) (hs : 0 < s) (h : c ^ 2 + s ^ 2 = 1)
    {n : ℕ} (hn : 2 ≤ n) :
    (∀ j, overlap c s n j j = 1) ∧
    ∃ μ, IsLeast (eigenvalueSet (overlap c s n)) μ ∧ 0 < μ ∧ μ < s ^ (2 * n - 2) ∧
      μ ≤ s ^ (2 * n - 2) / (c ^ 2 * (1 + c) ^ (2 * n - 4)) := by
  constructor
  · intro j
    have r := residual_norm h 0 j (Nat.zero_le _)
    simpa [overlap, Matrix.mul_apply, sq] using r
  obtain ⟨m, rfl⟩ := Nat.exists_eq_add_of_le' hn
  obtain ⟨μ, hμ, -⟩ := exists_smallest (n := m + 1) (overlap c s (m + 2))
    (by simp [overlap, Matrix.transpose_mul])
  obtain ⟨hpos, b⟩ := smallest_bounds (m := m + 1) hc hs hμ
  have hP : 0 < s ^ (2 * (m + 1)) := by positivity
  rw [show 2 * (m + 2) - 2 = 2 * (m + 1) by omega, show 2 * (m + 2) - 4 = 2 * m by omega]
  refine ⟨μ, hμ, hpos, b.trans_lt ?_, b.trans ?_⟩
  · have one : 1 < (1 + c) ^ (2 * (m + 1)) := one_lt_pow₀ (by linarith) (by omega)
    rw [div_lt_iff₀ (by positivity)]
    nlinarith [mul_pos (mul_pos hP hc) (sub_pos.2 one)]
  · have e : (1 + c) ^ (2 * (m + 1)) = (1 + c) ^ 2 * (1 + c) ^ (2 * m) := by
      rw [← pow_add]
      congr 1
      omega
    have hq : 0 < (1 + c) ^ (2 * m) := by positivity
    rw [e]
    generalize (1 + c) ^ (2 * m) = q at hq ⊢
    rw [div_le_div_iff₀ (by positivity) (by positivity)]
    nlinarith [mul_pos hP (show 0 < 2 + c * q by positivity)]
```

## The ratio for a growing basis

Dropping the 2 in the denominator of the sharper bound gives, for fixed $c$ and $s$,

$$0<\frac{\mu_m}{s^{2m}}\le\frac{2+c}{c}\,(1+c)^{-2m}\longrightarrow0,$$

where $\mu_m$ is the smallest eigenvalue for $m+1$ functions. `squeeze_zero` carries out this comparison. The theorem assumes only $c,s>0$; with $c^2+s^2=1$ it applies to the normalised basis.

```lean
/-- For fixed `c, s > 0`, the ratio of the smallest overlap eigenvalue to the squared last
diagonal entry of `R` tends to zero as the number of basis functions grows. -/
theorem eigenvalue_pivot_ratio_tendsto {c s : ℝ} (hc : 0 < c) (hs : 0 < s) {μ : ℕ → ℝ}
    (hμ : ∀ m, IsLeast (eigenvalueSet (overlap c s (m + 1))) (μ m)) :
    Tendsto (fun m => μ m / s ^ (2 * m)) atTop (𝓝 0) := by
  have h1 : ((1 + c) ^ 2)⁻¹ < 1 := inv_lt_one_of_one_lt₀ (by nlinarith)
  have lim := (tendsto_pow_atTop_nhds_zero_of_lt_one
    (show 0 ≤ ((1 + c) ^ 2)⁻¹ by positivity) h1).const_mul ((2 + c) / c)
  rw [mul_zero] at lim
  -- the ratio is dominated by a geometric sequence
  refine squeeze_zero (fun m => div_nonneg (smallest_bounds hc hs (hμ m)).1.le (by positivity))
    (fun m => ?_) lim
  rw [div_le_iff₀ (by positivity), inv_pow, ← pow_mul]
  refine (smallest_bounds hc hs (hμ m)).2.trans ?_
  calc (2 + c) * s ^ (2 * m) / (2 + c * (1 + c) ^ (2 * m))
      ≤ (2 + c) * s ^ (2 * m) / (c * (1 + c) ^ (2 * m)) :=
        div_le_div_of_nonneg_left (by positivity) (by positivity) (by linarith)
    _ = (2 + c) / c * ((1 + c) ^ (2 * m))⁻¹ * s ^ (2 * m) := by field_simp

end

end KahanOverlap
```

```lean
#print axioms KahanOverlap.kahan_near_dependence
#print axioms KahanOverlap.eigenvalue_pivot_ratio_tendsto
```

```
'KahanOverlap.kahan_near_dependence' depends on axioms: [propext, Classical.choice, Quot.sound]
'KahanOverlap.eigenvalue_pivot_ratio_tendsto' depends on axioms: [propext, Classical.choice, Quot.sound]
```
